# The Order of a Centring Group Divides the Determinant of Observed Reflections

Put two equal atoms in a one-dimensional cell, at $0$ and $\tfrac12$. With scattering factor $f(h)$, the structure factor is $F(h)=f(h)\,(1+(-1)^h)$, so every odd reflection is absent. Conversely, one observed odd reflection rules out the translation by $\tfrac12$. It need not rule out every translation: if $h=3$ is observed, shifts by $\tfrac13$ and $\tfrac23$ remain possible, while $h=1$ leaves only the zero shift. The problems below settle how many translations remain possible in a cell with $n$ axes when $n$ independent reflections are observed.

## Cell, atoms and translations

The finite type `n` labels the axes; $n$ also denotes their number.

```lean
import Mathlib

open Matrix

namespace CentringDeterminant

noncomputable section

variable {n : Type*} [Fintype n]
```

Positions and translations are fractional coordinates modulo lattice translations, that is, points of $\mathbb R^n/\mathbb Z^n$.

```lean
/-- Positions and translations in fractional coordinates, modulo lattice translations. -/
abbrev Cell (n : Type*) := n → UnitAddCircle
```

A crystal $\rho$ assigns to each position $x$ a scattering factor $\rho_x(h)$, which is nonzero as a function of $h$ at only finitely many positions.

```lean
/-- Finitely many atoms in the cell: each occupied position carries a scattering factor,
which may depend on the reflection. -/
abbrev Crystal (n : Type*) := Cell n →₀ ((n → ℤ) → ℂ)
```

Here `phase` means $h\cdot x=\sum_i h_i x_i$ modulo one, measured in turns. It is not the phase of the complex number $F(h)$.

```lean
/-- The phase `h·x` of the reflection `h` at the position `x`, in turns and modulo one. -/
def phase (h : n → ℤ) (x : Cell n) : UnitAddCircle := ∑ i, h i • x i
```

The structure factor is $F(h)=\sum_x \rho_x(h)\,e^{2\pi i\,h\cdot x}$, with a plus sign in the exponent.

```lean
/-- The structure factor `F(h) = ∑ f(h) exp(2πi h·x)`, summed over the atoms. -/
def structureFactor (ρ : Crystal n) (h : n → ℤ) : ℂ :=
  ρ.sum fun x f => f h * (AddCircle.toCircle (phase h x) : ℂ)
```

The group `centring ρ` contains every translation $c$ with $\rho_{x+c}=\rho_x$ for all $x$. It includes the hidden translations of any supercell, not only those of the conventional centred lattices.

```lean
/-- The centring group: all translations modulo the lattice that leave the crystal unchanged. -/
def centring (ρ : Crystal n) : AddSubgroup (Cell n) where
  carrier := {c | ∀ x, ρ (x + c) = ρ x}
  zero_mem' := fun x => by rw [add_zero]
  add_mem' := fun {a b} ha hb x => by
    rw [← add_assoc]
    exact (hb (x + a)).trans (ha x)
  neg_mem' := fun {a} ha x => by
    have h : ρ (x + -a + a) = ρ (x + -a) := ha _
    rw [neg_add_cancel_right] at h
    exact h.symm
```

## (a) Phases of added positions

Show that, modulo one,
$$h\cdot(x+y)=h\cdot x+h\cdot y .$$

Each term gives $h_i(x_i+y_i)=h_ix_i+h_iy_i$. Summing over $i$ and regrouping proves the identity; `simp` does the same.

```lean
/-- The phase of a reflection is additive in the position. -/
theorem phase_add (h : n → ℤ) (x y : Cell n) :
    phase h (x + y) = phase h x + phase h y := by
  simp [phase, smul_add, Finset.sum_add_distrib]
```

Let $H$ be an integer matrix whose rows $H_i$ are reflections. By additivity, the translations $c$ with $H_i\cdot c=0$ modulo one for every $i$ form a group $K$, called `integerPhase H`.

```lean
/-- The translations whose phase is a whole number of turns for every row of `H`. -/
def integerPhase (H : Matrix n n ℤ) : AddSubgroup (Cell n) where
  carrier := {c | ∀ i, phase (H i) c = 0}
  zero_mem' := fun i => by simp [phase]
  add_mem' := fun {a b} ha hb i => by
    rw [phase_add, show phase (H i) a = 0 from ha i, show phase (H i) b = 0 from hb i, add_zero]
  neg_mem' := fun {a} ha i => by
    have h := phase_add (H i) (-a) a
    rw [show phase (H i) a = 0 from ha i, add_zero, neg_add_cancel] at h
    rw [← h]
    simp [phase]
```

## (b) What one observed reflection demands

Let $F(h)\neq0$ and let $c$ be a centring translation. Show that
$$h\cdot c=0 \pmod 1 .$$

By (a) and the invariance of the crystal,
$$e^{2\pi i h\cdot c}F(h)=\sum_x\rho_x(h)\,e^{2\pi i h\cdot(x+c)}=\sum_x\rho_{x+c}(h)\,e^{2\pi i h\cdot(x+c)}=F(h).$$
The last step holds because $x\mapsto x+c$ permutes the occupied positions. Cancelling $F(h)$ leaves $e^{2\pi i h\cdot c}=1$, so $h\cdot c$ is a whole number of turns.

In Lean, `Finset.sum_nbij'` performs the relabelling and `mul_right_cancel₀` the cancellation. Injectivity of the map from the circle of phases to unit complex numbers finishes the argument.

```lean
/-- If a reflection has nonzero structure factor, every centring translation has
integer phase on it. -/
theorem phase_eq_zero_of_observed (ρ : Crystal n) (h : n → ℤ)
    (hF : structureFactor ρ h ≠ 0) {c : Cell n} (hc : c ∈ centring ρ) : phase h c = 0 := by
  have hc' : ∀ x, ρ (x + c) = ρ x := hc
  -- multiplying `F(h)` by the phase factor of `c` only relabels the atoms, so `F(h)` is unchanged
  have hmul : (AddCircle.toCircle (phase h c) : ℂ) * structureFactor ρ h
      = structureFactor ρ h := by
    unfold structureFactor Finsupp.sum
    rw [Finset.mul_sum]
    refine Finset.sum_nbij' (fun x => x + c) (fun x => x - c) ?_ ?_
      (fun x _ => add_sub_cancel_right x c) (fun x _ => sub_add_cancel x c) ?_
    · intro x hx
      rw [Finsupp.mem_support_iff] at hx ⊢
      rwa [hc']
    · intro x hx
      rw [Finsupp.mem_support_iff] at hx ⊢
      rwa [← hc' (x - c), sub_add_cancel]
    · intro x _
      show (AddCircle.toCircle (phase h c) : ℂ) * (ρ x h * (AddCircle.toCircle (phase h x) : ℂ))
        = ρ (x + c) h * (AddCircle.toCircle (phase h (x + c)) : ℂ)
      rw [hc', phase_add, AddCircle.toCircle_add, Circle.coe_mul]
      ring
  have h1 : (AddCircle.toCircle (phase h c) : ℂ) = 1 :=
    mul_right_cancel₀ hF (by rw [one_mul]; exact hmul)
  apply AddCircle.injective_toCircle (one_ne_zero : (1 : ℝ) ≠ 0)
  rw [AddCircle.toCircle_zero]
  exact Circle.ext (h1.trans Circle.coe_one.symm)
```

## (c) Real numbers that vanish modulo one

Show for real $x$ that
$$x\equiv0 \pmod 1\iff \exists\,m\in\mathbb Z,\ m=x .$$

The numbers identified with zero in $\mathbb R/\mathbb Z$ are the integer multiples of the period $1$.

```lean
/-- A real coordinate vanishes modulo one exactly when it is an integer. -/
theorem coe_zero_iff (x : ℝ) : (x : UnitAddCircle) = 0 ↔ ∃ m : ℤ, (m : ℝ) = x := by
  rw [AddCircle.coe_eq_zero_iff]
  simp only [zsmul_eq_mul, mul_one]
```

Reduction modulo one respects addition, which is recorded as a homomorphism.

```lean
/-- Reduction of a real coordinate modulo one. -/
def modOne : ℝ →+ UnitAddCircle :=
  AddMonoidHom.mk' (fun x => (x : UnitAddCircle)) (by intro a b; exact AddCircle.coe_add ..)
```

## (d) Phases from real coordinates

For real coordinates $v_j$, show that
$$\sum_j h_j\,(v_j \bmod 1)=\Bigl(\sum_j h_jv_j\Bigr)\bmod 1 .$$

A homomorphism commutes with finite sums and with integer multiples. The proof uses `map_sum` for the first and `AddCircle.coe_zsmul` for the second.

```lean
/-- The phase may be computed from real coordinates and then reduced modulo one. -/
theorem phase_coe (h : n → ℤ) (v : n → ℝ) :
    phase h (fun j => (v j : UnitAddCircle)) = ((∑ j, (h j : ℝ) * v j : ℝ) : UnitAddCircle) := by
  have hs := map_sum modOne (fun j => (h j : ℝ) * v j) Finset.univ
  refine Eq.trans ?_ hs.symm
  unfold phase
  refine Finset.sum_congr rfl fun j _ => ?_
  show h j • (v j : UnitAddCircle) = (((h j : ℝ) * v j : ℝ) : UnitAddCircle)
  rw [← zsmul_eq_mul, AddCircle.coe_zsmul]
```

## (e) The index of a sublattice

Let $M$ be a lattice of finite rank (a finitely generated free $\mathbb Z$-module) and $f:M\to M$ an injective linear map. Show that
$$[M:f(M)]=|\det f| .$$

Choose bases of the source and the target in which $f$ is diagonal, with nonzero integers $d_1,\dots,d_r$. Integer changes of basis have determinant $\pm1$, so $|\det f|=\prod_k|d_k|$. The quotient $M/f(M)$ is the product of the groups $\mathbb Z/d_k\mathbb Z$ and has the same number of elements.

Lean takes this count from Mathlib's `Submodule.natAbs_det_equiv`, applied to $f$ as an isomorphism onto its range.

```lean
/-- The image of an injective linear map of a lattice into itself has index `|det|`. -/
theorem index_range {M : Type*} [AddCommGroup M] [hm : Module ℤ M] [Module.Free ℤ M]
    [Module.Finite ℤ M] (f : M →ₗ[ℤ] M) (hf : Function.Injective f) :
    (LinearMap.range f).toAddSubgroup.index = (LinearMap.det f).natAbs := by
  obtain rfl : hm = AddCommGroup.toIntModule .. := Subsingleton.elim _ _
  have h := Submodule.natAbs_det_equiv (LinearMap.range f)
    (LinearEquiv.ofInjective f hf).toAddEquiv
  refine h.symm.trans (congrArg Int.natAbs
    (congrArg (fun g : M →ₗ[ℤ] M => LinearMap.det g) ?_))
  exact LinearMap.ext fun _ => rfl
```

## (f) Counting the translations with integer phases

For $\det H\neq0$, show that
$$|K|=|\det H| .$$

Define $\varphi:\mathbb Z^n\to\mathbb R^n/\mathbb Z^n$ by $\varphi(z)=H^{-1}z$ modulo $\mathbb Z^n$.

- **Kernel.** $\varphi(z)=0$ means $H^{-1}z=m$ with $m\in\mathbb Z^n$, that is, $z=Hm$. The kernel is $H\mathbb Z^n$.
- **Image.** Since $H(H^{-1}z)=z$ is integral, $\varphi(z)$ lies in $K$. Conversely, lift $c\in K$ to a real vector $v$. Then $z=Hv$ is integral by (c) and (d), and $\varphi(z)=c$.

Hence $K\cong\mathbb Z^n/H\mathbb Z^n$. As $\det H\ne0$, $H$ is injective, and (e) gives the count.

In the code, `A` is $H$ over the reals and `B` its inverse; `hker` and `hran` are the two items above.

```lean
variable [DecidableEq n]

/-- For `det H ≠ 0`, exactly `|det H|` translations have integer phase on all rows of `H`. -/
theorem card_integerPhase (H : Matrix n n ℤ) (hH : H.det ≠ 0) :
    Nat.card (integerPhase H) = H.det.natAbs := by
  -- `A` is `H` over the reals and `B` its inverse
  obtain ⟨A, B, hAB, hBA, hmul⟩ : ∃ A B : Matrix n n ℝ, A * B = 1 ∧ B * A = 1 ∧
      ∀ v i, (A *ᵥ v) i = ∑ j, (H i j : ℝ) * v j := by
    have hu : IsUnit ((Int.castRingHom ℝ).mapMatrix H).det := by
      rw [← RingHom.map_det]
      exact isUnit_iff_ne_zero.2 (Int.cast_ne_zero.2 hH)
    exact ⟨_, _, Matrix.mul_nonsing_inv _ hu, Matrix.nonsing_inv_mul _ hu,
      fun v i => by simp [Matrix.mulVec, dotProduct]⟩
  have hphase : ∀ (v : n → ℝ) i,
      phase (H i) (fun j => (v j : UnitAddCircle)) = ((A *ᵥ v) i : UnitAddCircle) := by
    intro v i
    rw [phase_coe, hmul]
  have hcast : ∀ m : n → ℤ, (A *ᵥ fun j => (m j : ℝ)) = fun i => (((H *ᵥ m) i : ℤ) : ℝ) := by
    intro m
    funext i
    rw [hmul]
    simp [Matrix.mulVec, dotProduct]
  -- the map `z ↦ H⁻¹ z` modulo the lattice
  obtain ⟨φ, hφ⟩ : ∃ φ : (n → ℤ) →+ Cell n, ∀ z,
      φ z = fun j => ((B *ᵥ fun i => (z i : ℝ)) j : UnitAddCircle) :=
    ⟨(modOne.compLeft n).comp
      ((Matrix.mulVecLin B).toAddMonoidHom.comp ((Int.castAddHom ℝ).compLeft n)), fun _ => rfl⟩
  -- its kernel is the sublattice `H ℤⁿ`
  have hker : φ.ker = (LinearMap.range (Matrix.toLin' H)).toAddSubgroup := by
    ext z
    rw [AddMonoidHom.mem_ker, Submodule.mem_toAddSubgroup, LinearMap.mem_range, hφ]
    constructor
    · intro hz
      have h1 : ∀ j, ∃ m : ℤ, (m : ℝ) = (B *ᵥ fun i => (z i : ℝ)) j := by
        intro j
        have hj := congrFun hz j
        exact (coe_zero_iff _).1 hj
      choose m hm using h1
      have hm' : (fun j => (m j : ℝ)) = B *ᵥ fun i => (z i : ℝ) := funext hm
      have h2 := hcast m
      rw [hm', Matrix.mulVec_mulVec, hAB, Matrix.one_mulVec] at h2
      refine ⟨m, ?_⟩
      rw [Matrix.toLin'_apply]
      funext i
      have h3 := congrFun h2 i
      exact Int.cast_injective (α := ℝ) h3.symm
    · rintro ⟨m, rfl⟩
      rw [Matrix.toLin'_apply, ← hcast m, Matrix.mulVec_mulVec, hBA, Matrix.one_mulVec]
      funext j
      exact (coe_zero_iff _).2 ⟨m j, rfl⟩
  -- its image consists of the translations with integer phases
  have hran : φ.range = integerPhase H := by
    ext c
    rw [AddMonoidHom.mem_range]
    constructor
    · rintro ⟨z, rfl⟩
      show ∀ i, phase (H i) (φ z) = 0
      intro i
      rw [hφ, hphase (B *ᵥ fun i => (z i : ℝ)) i, Matrix.mulVec_mulVec, hAB, Matrix.one_mulVec]
      exact (coe_zero_iff _).2 ⟨z i, rfl⟩
    · intro hc
      have hsurj : ∀ j, ∃ x : ℝ, (x : UnitAddCircle) = c j :=
        fun j => QuotientAddGroup.mk_surjective (c j)
      choose v hv using hsurj
      have hv' : (fun j => (v j : UnitAddCircle)) = c := funext hv
      have h4 : ∀ i, ∃ z : ℤ, (z : ℝ) = (A *ᵥ v) i := by
        intro i
        have h := hphase v i
        rw [hv', show phase (H i) c = 0 from hc i] at h
        exact (coe_zero_iff _).1 h.symm
      choose z hz using h4
      have hz' : (fun i => (z i : ℝ)) = A *ᵥ v := funext hz
      refine ⟨z, ?_⟩
      rw [hφ, hz', Matrix.mulVec_mulVec, hBA, Matrix.one_mulVec, hv']
  have hinj : Function.Injective (Matrix.toLin' H) :=
    (injective_iff_map_eq_zero _).2 fun v hv =>
      Matrix.eq_zero_of_mulVec_eq_zero hH (by rwa [Matrix.toLin'_apply] at hv)
  rw [← hran, ← AddSubgroup.index_ker, hker, index_range _ hinj, LinearMap.det_toLin']
```

## (g) The order of the centring

Let $C$ be any group of translations that preserve the crystal. Suppose $\det H\neq0$ and $F(H_i)\neq0$ for every row. Show that $C$ is finite and
$$|C|\ \text{divides}\ |\det H|,\qquad |C|\le|\det H| .$$

By (b), $C$ is a subgroup of $K$. Lagrange's theorem and (f) give the divisibility, and a divisor of a positive integer cannot exceed it. Finiteness follows from that of $K$; Lean reads it off from `Nat.card`, which would be zero for an infinite group.

One unobserved row can spoil the result. Equal atoms at $(0,0)$ and $(\tfrac12,0)$, with $f(h)=1$, have a centring group of order $2$. The rows $(1,0)$ and $(0,1)$ have determinant $1$, but $F(1,0)=0$. For the same crystal, $(0,1)$ and $(0,2)$ are both observed, but their determinant is $0$ and the bound $2\le0$ fails.

```lean
/-- Let a crystal be invariant under a group `C` of translations modulo the lattice. If the rows
of `H` have nonzero structure factors and `det H ≠ 0`, then `C` is finite and its order divides
`|det H|` and is at most `|det H|`. -/
theorem card_dvd_det_of_observed (ρ : Crystal n) (C : AddSubgroup (Cell n))
    (hC : C ≤ centring ρ) (H : Matrix n n ℤ) (hH : H.det ≠ 0)
    (hobs : ∀ i, structureFactor ρ (H i) ≠ 0) :
    Finite C ∧ Nat.card C ∣ H.det.natAbs ∧ Nat.card C ≤ H.det.natAbs := by
  have hle : C ≤ integerPhase H :=
    fun c hc i => phase_eq_zero_of_observed ρ (H i) (hobs i) (hC hc)
  -- Lagrange's theorem inside the group of integer-phase translations
  have hdvd : Nat.card C ∣ H.det.natAbs := by
    rw [← card_integerPhase H hH]
    exact AddSubgroup.card_dvd_of_le hle
  have hpos : 0 < H.det.natAbs := Int.natAbs_pos.2 hH
  exact ⟨Nat.finite_of_card_ne_zero (Nat.pos_of_dvd_of_pos hdvd hpos).ne', hdvd,
    Nat.le_of_dvd hpos hdvd⟩
```

## (h) A certificate of primitivity

Suppose the rows of $H$ have nonzero structure factors and $|\det H|=1$. Show that
$$\{c : \rho_{x+c}=\rho_x\ \text{for all } x\}=\{0\}.$$

Take $C$ in (g) to be the whole centring group. Its order divides $1$, so it contains only the zero translation, written `⊥` in Lean.

```lean
/-- If reflections with nonzero structure factors form a matrix of determinant `1` or `-1`,
the cell is primitive: only the zero translation modulo the lattice preserves the crystal. -/
theorem primitive_of_observed (ρ : Crystal n) (H : Matrix n n ℤ) (hH : H.det.natAbs = 1)
    (hobs : ∀ i, structureFactor ρ (H i) ≠ 0) : centring ρ = ⊥ := by
  have h0 : H.det ≠ 0 := Int.natAbs_ne_zero.1 (by rw [hH]; exact one_ne_zero)
  have h := (card_dvd_det_of_observed ρ _ le_rfl H h0 hobs).2.1
  rw [hH] at h
  exact AddSubgroup.card_eq_one.1 (Nat.dvd_one.1 h)

end

end CentringDeterminant
```

```lean
#print axioms CentringDeterminant.card_dvd_det_of_observed
-- 'CentringDeterminant.card_dvd_det_of_observed' depends on axioms: [propext, Classical.choice, Quot.sound]
#print axioms CentringDeterminant.primitive_of_observed
-- 'CentringDeterminant.primitive_of_observed' depends on axioms: [propext, Classical.choice, Quot.sound]
```

For an ideal periodic crystal with finitely many atoms per cell, this can certify that the input cell of an electronic-structure calculation is not a supercell of a smaller one. With diffraction data, a spot at the position of $h$ does not by itself prove $F(h)\neq0$. If the beam also contains half the chosen wavelength, the reflection $2h$ can put intensity there, even when $h$ is absent because of a centring.
